# The partition function of a harmonic oscillator with level spacing x, in units of the thermal energy, is 1/(2 sinh(x/2))

A single harmonic oscillator has levels x(k + 1/2) for k = 0, 1, 2, …, with energies measured in units of the thermal energy and x > 0. The theorem says that the Boltzmann factors exp(−x(k + 1/2)), summed over all these levels, converge to 1/(2 sinh(x/2)). The levels are taken as given, not derived from a Hamiltonian. The attempt takes the geometric series in exp(−x), multiplies it by the zero-point factor exp(−x/2), and then uses `convert` to match the result with the stated terms and sum.

An attempt in Lean 4 with a fault in it:

```lean
import Mathlib

open Filter Topology

namespace OscillatorPartition

noncomputable section

/-- For `x > 0`, the Boltzmann factors of the oscillator levels `x (k + 1/2)` sum to
the partition function `1 / (2 sinh (x/2))`. -/
theorem oscillator_partition {x : ℝ} (hx : 0 < x) :
    HasSum (fun k : ℕ => Real.exp (-(x * (k + 1 / 2)))) (1 / (2 * Real.sinh (x / 2))) := by
  have hr : Real.exp (-x) < 1 := Real.exp_lt_one (by linarith)
  have g := (hasSum_geometric_of_lt_one (Real.exp_pos (-x)).le hr).mul_left (Real.exp (-x / 2))
  convert g using 1
  · funext k
    rw [← Real.exp_nat_mul, ← Real.exp_add]
    congr 1
    ring
  · have a : Real.exp (-x / 2) * Real.exp (x / 2) = 1 := by
      rw [← Real.exp_add, show -x / 2 + x / 2 = 0 by ring, Real.exp_zero]
    have b : Real.exp (-x / 2) * Real.exp (-(x / 2)) = Real.exp (-x) := by
      rw [← Real.exp_add]
      congr 1
      ring
    have e : 1 - Real.exp (-x) = Real.exp (-x / 2) * (2 * Real.sinh (x / 2)) := by
      rw [Real.sinh_eq]
      linear_combination b - a
    have h1 : Real.sinh (x / 2) ≠ 0 := (Real.sinh_pos_iff.2 (by linarith)).ne'
    have h2 : Real.exp (-x / 2) ≠ 0 := Real.exp_ne_zero _
    rw [e, mul_inv, ← mul_assoc, mul_inv_cancel₀ h2, one_mul, one_div]

end

end OscillatorPartition
```

Lean reports:

```
Main.lean:13:33: error(lean.unknownIdentifier): Unknown constant `Real.exp_lt_one`
Main.lean:16:4: error: Tactic `apply` failed: could not unify the conclusion of `@funext`
  ?f = ?g
with the goal
  Real.instAddCommMonoid =
    CommRing.toNonUnitalCommRing.toNonUnitalNonAssocCommRing.toNonUnitalNonAssocSemiring.toAddCommMonoid

Note: The full type of `@funext` is
  ∀ {α : Sort ?u.58} {β : α → Sort ?u.57} {f g : (x : α) → β x}, (∀ (x : α), f x = g x) → f = g

case e'_3
x : ℝ
hx : 0 < x
hr : Real.exp (-x) < 1
g : HasSum (fun i => Real.exp (-x / 2) * Real.exp (-x) ^ i) (Real.exp (-x / 2) * (1 - Real.exp (-x))⁻¹)
⊢ Real.instAddCommMonoid =
    CommRing.toNonUnitalCommRing.toNonUnitalNonAssocCommRing.toNonUnitalNonAssocSemiring.toAddCommMonoid
Main.lean:31:8: error: Tactic `rewrite` failed: Did not find an occurrence of the pattern
  1 - Real.exp (-x)
in the target expression
  (fun k => Real.exp (-(x * (↑k + 1 / 2)))) = fun i => Real.exp (-x / 2) * Real.exp (-x) ^ i

case e'_5
x : ℝ
hx : 0 < x
hr : Real.exp (-x) < 1
g : HasSum (fun i => Real.exp (-x / 2) * Real.exp (-x) ^ i) (Real.exp (-x / 2) * (1 - Real.exp (-x))⁻¹)
a : Real.exp (-x / 2) * Real.exp (x / 2) = 1
b : Real.exp (-x / 2) * Real.exp (-(x / 2)) = Real.exp (-x)
e : 1 - Real.exp (-x) = Real.exp (-x / 2) * (2 * Real.sinh (x / 2))
h1 : Real.sinh (x / 2) ≠ 0
h2 : Real.exp (-x / 2) ≠ 0
⊢ (fun k => Real.exp (-(x * (↑k + 1 / 2)))) = fun i => Real.exp (-x / 2) * Real.exp (-x) ^ i
Main.lean:12:89: error: unsolved goals
case e'_6
x : ℝ
hx : 0 < x
hr : Real.exp (-x) < 1
g : HasSum (fun i => Real.exp (-x / 2) * Real.exp (-x) ^ i) (Real.exp (-x / 2) * (1 - Real.exp (-x))⁻¹)
⊢ 1 / (2 * Real.sinh (x / 2)) = Real.exp (-x / 2) * (1 - Real.exp (-x))⁻¹
```

The repair, with which the file compiles:

```diff
@@ -11,12 +11,15 @@
 theorem oscillator_partition {x : ℝ} (hx : 0 < x) :
     HasSum (fun k : ℕ => Real.exp (-(x * (k + 1 / 2)))) (1 / (2 * Real.sinh (x / 2))) := by
-  have hr : Real.exp (-x) < 1 := Real.exp_lt_one (by linarith)
+  have hr : Real.exp (-x) < 1 := Real.exp_lt_one_iff.2 (by linarith)
   have g := (hasSum_geometric_of_lt_one (Real.exp_pos (-x)).le hr).mul_left (Real.exp (-x / 2))
-  convert g using 1
-  · funext k
+  -- the Boltzmann factors form a geometric series
+  have hterm : (fun k : ℕ => Real.exp (-(x * (k + 1 / 2)))) =
+      fun k : ℕ => Real.exp (-x / 2) * Real.exp (-x) ^ k := by
+    funext k
     rw [← Real.exp_nat_mul, ← Real.exp_add]
     congr 1
     ring
-  · have a : Real.exp (-x / 2) * Real.exp (x / 2) = 1 := by
+  have hval : 1 / (2 * Real.sinh (x / 2)) = Real.exp (-x / 2) * (1 - Real.exp (-x))⁻¹ := by
+    have a : Real.exp (-x / 2) * Real.exp (x / 2) = 1 := by
       rw [← Real.exp_add, show -x / 2 + x / 2 = 0 by ring, Real.exp_zero]
     have b : Real.exp (-x / 2) * Real.exp (-(x / 2)) = Real.exp (-x) := by
@@ -27,7 +30,8 @@
       rw [Real.sinh_eq]
       linear_combination b - a
-    have h1 : Real.sinh (x / 2) ≠ 0 := (Real.sinh_pos_iff.2 (by linarith)).ne'
     have h2 : Real.exp (-x / 2) ≠ 0 := Real.exp_ne_zero _
     rw [e, mul_inv, ← mul_assoc, mul_inv_cancel₀ h2, one_mul, one_div]
+  rw [hterm, hval]
+  exact g
 
 end
```

Diagnosis. The first error is a missing name: Lean knows no constant `Real.exp_lt_one`. The repair uses the equivalence `Real.exp_lt_one_iff`, whose direction `.2` gives the bound from −x < 0.

The other three errors have one source. `convert g using 1` left three goals, where the proof had bullets for two. The extra one came first and asked that two additive structures on the reals be equal. So `funext` met an equation between instances, the algebra meant for the sum met the equation between the terms, and the equation for the sum was left unproved.

The repair states the two intended equations outright, as `hterm` and `hval`, and proves each by the old argument. After rewriting with them, `exact g` closes the goal, since Lean can check by unfolding that the two additive structures agree. Dropping `h1`, which was never used, is mere tidying.
